# The DIIS residual FPS − SPF vanishes exactly when the Fock and density matrices commute in an orthonormal basis

In its commutator form, the DIIS method for accelerating self-consistent-field calculations uses the error matrix FPS − SPF, formed from the Fock matrix F, the density matrix P and the overlap matrix S of a nonorthogonal basis. For an invertible S, this matrix is zero exactly when F and P commute after transformation to an orthonormal basis.

In Lean 4 with Mathlib:

```lean
import Mathlib

open Matrix

namespace NonorthogonalCommutatorResidual

noncomputable section

variable {𝕜 n : Type*} [RCLike 𝕜] [Fintype n] [DecidableEq n]

/-- The Fock matrix in the orthonormal basis defined by the overlap factor `L`. -/
def orthoFock (L F : Matrix n n 𝕜) : Matrix n n 𝕜 := L⁻¹ * F * (L⁻¹)ᴴ

/-- The density matrix in the orthonormal basis defined by the overlap factor `L`. -/
def orthoDensity (L P : Matrix n n 𝕜) : Matrix n n 𝕜 := Lᴴ * P * L

/-- The DIIS residual `F P S - S P F` in a nonorthogonal basis with overlap `S`. -/
def residual (S F P : Matrix n n 𝕜) : Matrix n n 𝕜 := F * P * S - S * P * F

/-- The commutator of the transformed Fock and density matrices. -/
def orthoResidual (L F P : Matrix n n 𝕜) : Matrix n n 𝕜 :=
  orthoFock L F * orthoDensity L P - orthoDensity L P * orthoFock L F

/-- The adjoint of the inverse overlap factor is a two-sided inverse of the adjoint factor. -/
theorem adjoint_inverse (L : Matrix n n 𝕜) (hL : IsUnit L.det) :
    Lᴴ * (L⁻¹)ᴴ = 1 ∧ (L⁻¹)ᴴ * Lᴴ = 1 := by
  constructor
  · rw [← Matrix.conjTranspose_mul, Matrix.nonsing_inv_mul L hL, Matrix.conjTranspose_one]
  · rw [← Matrix.conjTranspose_mul, Matrix.mul_nonsing_inv L hL, Matrix.conjTranspose_one]

/-- For the overlap `S = L Lᴴ`, the nonorthogonal DIIS residual is the commutator of the
transformed Fock and density matrices, multiplied by `L` on the left and `Lᴴ` on the right. -/
theorem residual_eq_congruence (L : Matrix n n 𝕜) (hL : IsUnit L.det) (F P : Matrix n n 𝕜) :
    residual (L * Lᴴ) F P = L * orthoResidual L F P * Lᴴ := by
  symm
  unfold residual orthoResidual orthoFock orthoDensity
  -- regroup so that each factor stands next to its inverse
  calc L * (L⁻¹ * F * (L⁻¹)ᴴ * (Lᴴ * P * L) - Lᴴ * P * L * (L⁻¹ * F * (L⁻¹)ᴴ)) * Lᴴ
      = (L * L⁻¹) * F * ((L⁻¹)ᴴ * Lᴴ) * P * (L * Lᴴ)
        - (L * Lᴴ) * P * (L * L⁻¹) * F * ((L⁻¹)ᴴ * Lᴴ) := by
        simp only [Matrix.mul_sub, Matrix.sub_mul, Matrix.mul_assoc]
    _ = F * P * (L * Lᴴ) - L * Lᴴ * P * F := by
        rw [Matrix.mul_nonsing_inv L hL, (adjoint_inverse L hL).2]
        simp only [Matrix.one_mul, Matrix.mul_one]

/-- The commutator in the orthonormal basis is obtained from the nonorthogonal residual by
multiplication with the inverse overlap factor and its adjoint. -/
theorem orthoResidual_eq (L : Matrix n n 𝕜) (hL : IsUnit L.det) (F P : Matrix n n 𝕜) :
    orthoResidual L F P = L⁻¹ * residual (L * Lᴴ) F P * (L⁻¹)ᴴ := by
  rw [residual_eq_congruence L hL]
  symm
  calc L⁻¹ * (L * orthoResidual L F P * Lᴴ) * (L⁻¹)ᴴ
      = (L⁻¹ * L) * orthoResidual L F P * (Lᴴ * (L⁻¹)ᴴ) := by
        simp only [Matrix.mul_assoc]
    _ = orthoResidual L F P := by
        rw [Matrix.nonsing_inv_mul L hL, (adjoint_inverse L hL).1, Matrix.one_mul,
          Matrix.mul_one]

/-- The nonorthogonal DIIS residual vanishes exactly when the transformed Fock and density
matrices commute. -/
theorem residual_eq_zero_iff (L : Matrix n n 𝕜) (hL : IsUnit L.det) (F P : Matrix n n 𝕜) :
    residual (L * Lᴴ) F P = 0 ↔
      orthoFock L F * orthoDensity L P = orthoDensity L P * orthoFock L F := by
  constructor
  · intro h
    have hC : orthoResidual L F P = 0 := by
      rw [orthoResidual_eq L hL, h, Matrix.mul_zero, Matrix.zero_mul]
    exact sub_eq_zero.mp hC
  · intro h
    have hC : orthoResidual L F P = 0 := sub_eq_zero.mpr h
    rw [residual_eq_congruence L hL, hC, Matrix.mul_zero, Matrix.zero_mul]

/-- For Hermitian Fock and density matrices, the DIIS residual vanishes exactly when the
product of the transformed matrices is Hermitian. -/
theorem residual_eq_zero_iff_isHermitian (L : Matrix n n 𝕜) (hL : IsUnit L.det)
    (F P : Matrix n n 𝕜) (hF : F.IsHermitian) (hP : P.IsHermitian) :
    residual (L * Lᴴ) F P = 0 ↔ (orthoFock L F * orthoDensity L P).IsHermitian := by
  -- both transformations preserve Hermiticity
  have hF' : (orthoFock L F)ᴴ = orthoFock L F := by
    unfold orthoFock
    simp only [Matrix.conjTranspose_mul, Matrix.conjTranspose_conjTranspose, hF.eq,
      Matrix.mul_assoc]
  have hP' : (orthoDensity L P)ᴴ = orthoDensity L P := by
    unfold orthoDensity
    simp only [Matrix.conjTranspose_mul, Matrix.conjTranspose_conjTranspose, hP.eq,
      Matrix.mul_assoc]
  rw [residual_eq_zero_iff L hL]
  unfold Matrix.IsHermitian
  rw [Matrix.conjTranspose_mul, hF', hP']
  exact eq_comm

/-- The trace inner product of two orthonormal-basis residuals, written with the nonorthogonal
residuals and the inverse overlap matrix. -/
theorem diis_inner_eq (L : Matrix n n 𝕜) (hL : IsUnit L.det) (F₁ P₁ F₂ P₂ : Matrix n n 𝕜) :
    ((orthoResidual L F₁ P₁)ᴴ * orthoResidual L F₂ P₂).trace =
      ((residual (L * Lᴴ) F₁ P₁)ᴴ * (L * Lᴴ)⁻¹ *
        residual (L * Lᴴ) F₂ P₂ * (L * Lᴴ)⁻¹).trace := by
  have hS : (L * Lᴴ)⁻¹ = (L⁻¹)ᴴ * L⁻¹ := by
    apply Matrix.inv_eq_right_inv
    calc L * Lᴴ * ((L⁻¹)ᴴ * L⁻¹) = L * (Lᴴ * (L⁻¹)ᴴ) * L⁻¹ := by
          simp only [Matrix.mul_assoc]
      _ = 1 := by
          rw [(adjoint_inverse L hL).1, Matrix.mul_one, Matrix.mul_nonsing_inv L hL]
  rw [orthoResidual_eq L hL F₁ P₁, orthoResidual_eq L hL F₂ P₂, hS]
  generalize residual (L * Lᴴ) F₁ P₁ = R₁
  generalize residual (L * Lᴴ) F₂ P₂ = R₂
  -- move the leading inverse factor to the end of the trace
  calc ((L⁻¹ * R₁ * (L⁻¹)ᴴ)ᴴ * (L⁻¹ * R₂ * (L⁻¹)ᴴ)).trace
      = (L⁻¹ * (R₁ᴴ * (L⁻¹)ᴴ * L⁻¹ * R₂ * (L⁻¹)ᴴ)).trace := by
        simp only [Matrix.conjTranspose_mul, Matrix.conjTranspose_conjTranspose,
          Matrix.mul_assoc]
    _ = ((R₁ᴴ * (L⁻¹)ᴴ * L⁻¹ * R₂ * (L⁻¹)ᴴ) * L⁻¹).trace := Matrix.trace_mul_comm _ _
    _ = (R₁ᴴ * ((L⁻¹)ᴴ * L⁻¹) * R₂ * ((L⁻¹)ᴴ * L⁻¹)).trace := by
        simp only [Matrix.mul_assoc]

/-- Two invertible factors of the same overlap matrix give the same trace inner products
between orthonormal-basis DIIS residuals. -/
theorem diis_inner_independent (L M : Matrix n n 𝕜) (hL : IsUnit L.det) (hM : IsUnit M.det)
    (hS : L * Lᴴ = M * Mᴴ) (F₁ P₁ F₂ P₂ : Matrix n n 𝕜) :
    ((orthoResidual L F₁ P₁)ᴴ * orthoResidual L F₂ P₂).trace =
      ((orthoResidual M F₁ P₁)ᴴ * orthoResidual M F₂ P₂).trace := by
  rw [diis_inner_eq L hL, diis_inner_eq M hM, hS]

/-- In a basis of two overlapping orbitals, these Fock and density matrices commute while
their DIIS residual is nonzero. -/
theorem commuting_with_nonzero_residual :
    (!![2, 0; 0, 3] : Matrix (Fin 2) (Fin 2) ℝ) * !![1, 0; 0, 0] =
        !![1, 0; 0, 0] * !![2, 0; 0, 3] ∧
      residual (!![2, 1; 1, 1] : Matrix (Fin 2) (Fin 2) ℝ)
        !![2, 0; 0, 3] !![1, 0; 0, 0] ≠ 0 := by
  constructor
  · ext i j
    fin_cases i <;> fin_cases j <;> simp [Matrix.mul_apply, Fin.sum_univ_succ]
  · intro h
    -- the off-diagonal element of the residual equals two
    have h01 := congrFun (congrFun h 0) 1
    norm_num [residual, Matrix.mul_apply, Fin.sum_univ_succ] at h01

end

end NonorthogonalCommutatorResidual
```

```lean
#print axioms NonorthogonalCommutatorResidual.residual_eq_zero_iff_isHermitian
-- 'NonorthogonalCommutatorResidual.residual_eq_zero_iff_isHermitian' depends on axioms: [propext, Classical.choice, Quot.sound]
#print axioms NonorthogonalCommutatorResidual.diis_inner_independent
-- 'NonorthogonalCommutatorResidual.diis_inner_independent' depends on axioms: [propext, Classical.choice, Quot.sound]
#print axioms NonorthogonalCommutatorResidual.commuting_with_nonzero_residual
-- 'NonorthogonalCommutatorResidual.commuting_with_nonzero_residual' depends on axioms: [propext, Classical.choice, Quot.sound]
```

## Two transformation rules

Write the overlap as S = L Lᴴ with L invertible, where ᴴ is the conjugate transpose and L⁻ᴴ means (L⁻¹)ᴴ. L may be a Cholesky factor or the square root of S. The columns of L⁻ᴴ are the coefficients of an orthonormal basis, since L⁻¹ S L⁻ᴴ = 1. In that basis the matrices are

F' = L⁻¹ F L⁻ᴴ
P' = Lᴴ P L

These are `orthoFock` and `orthoDensity`. The rules differ because F holds matrix elements between basis functions, while P is built from orbital coefficients, which transform inversely. Applying the Fock rule to P as well is a mistake that is easily made: the inner factors of F'P' then no longer cancel.

## From one commutator to the other

Taking the adjoint of L⁻¹ L = 1 and of L L⁻¹ = 1 gives Lᴴ L⁻ᴴ = 1 and L⁻ᴴ Lᴴ = 1, which is `adjoint_inverse`. Therefore

F'P' = L⁻¹ F L⁻ᴴ Lᴴ P L = L⁻¹ F P L
P'F' = Lᴴ P L L⁻¹ F L⁻ᴴ = Lᴴ P F L⁻ᴴ

Multiplying by L on the left and Lᴴ on the right gives

L F'P' Lᴴ = F P L Lᴴ = F P S
L P'F' Lᴴ = L Lᴴ P F = S P F

With R = FPS − SPF and R' = F'P' − P'F', subtraction yields

R = L R' Lᴴ

This is `residual_eq_congruence`. Its `calc` block regroups the products by associativity and then cancels the inverse pairs, as above. Multiplying by the inverses gives `orthoResidual_eq`:

R' = L⁻¹ R L⁻ᴴ

If either residual is zero, so is the other, and R' = 0 says that F'P' = P'F'. This is `residual_eq_zero_iff`, which uses one identity for each direction.

Neither identity needs F or P to be Hermitian. If both are, F' and P' are Hermitian too, and

(F'P')ᴴ = P'F'

The residual then vanishes exactly when F'P' is Hermitian, as `residual_eq_zero_iff_isHermitian` states.

## Inner products that depend on L only through the overlap

DIIS chooses its extrapolation coefficients from inner products of stored residuals. For two orthonormal-basis residuals R'₁ and R'₂, substitution gives

tr(R'₁ᴴ R'₂) = tr(L⁻¹ R₁ᴴ L⁻ᴴ L⁻¹ R₂ L⁻ᴴ)

Moving the leading L⁻¹ to the end of the trace and using S⁻¹ = L⁻ᴴ L⁻¹ gives

tr(R'₁ᴴ R'₂) = tr(R₁ᴴ S⁻¹ R₂ S⁻¹)

In `diis_inner_eq`, `Matrix.trace_mul_comm` makes that move. The right-hand side contains L only through S, so `diis_inner_independent` follows by rewriting: two invertible factors of the same overlap give equal inner products for the same Fock and density matrices.

## Commuting matrices with a nonzero residual

Commutation in the original basis is a different condition. The last theorem takes

S = [[2, 1], [1, 1]], F = diag(2, 3), P = diag(1, 0)

F and P are diagonal and commute, but

FPS − SPF = [[0, 2], [−2, 0]]

The proof checks the commutation entry by entry and reads off the upper-right element of the residual. The first basis function has squared norm 2. After normalisation, the overlap between the functions is 1/√2, F = diag(1, 3), P = diag(2, 0), and the off-diagonal elements of the residual are ±√2. P then describes a doubly occupied first orbital.

## What the matrices stand for

The type `𝕜` is ℝ or ℂ; over ℝ, ᴴ is the ordinary transpose. The index type `n` labels a finite basis. The hypothesis `IsUnit L.det` makes L invertible, which physically means that the basis functions are linearly independent. Apart from the Hermitian criterion, the general theorems allow arbitrary square F and P.

The dependence of F on P plays no part, so the algebra applies equally to the Fock matrices of semilocal, hybrid and range-separated functionals in a finite basis. When P is Hermitian and F is the Fock matrix built from it as the derivative of the energy, a zero residual means that the energy is stationary under rotations of the orbitals at fixed occupations. Whether the iterations reach such a point, or whether the energy there is a minimum, is a separate question.
